# Admissible step vectors are counted by a difference of binomial products

Take words of length $n$ in the letters empty, up, down and double, where double counts as one up and one down. Call a word admissible if every prefix has at least as many ups as downs. For $1\le d\le u$, the number of admissible words with $u$ ups and $d$ downs in total is

$$\binom nu\binom nd-\binom n{u+1}\binom n{d-1}.$$

## Step vectors as spin couplings

In the unitary group approach, such a word describes how electrons in $n$ orbitals are coupled, one orbital after another, to a state of definite total spin. An empty orbital changes nothing. A singly occupied orbital raises the running spin by $\tfrac12$ (up) or lowers it by $\tfrac12$ (down). A doubly occupied orbital adds a singlet pair and leaves the spin as it was. Up and down therefore refer to the coupling, not to the spin projection of an electron.

After any prefix, the running spin is half the excess of ups over downs. The prefix condition says that this spin is never negative: up, down is admissible, and down, up is not. A complete word has $u+d$ electrons and total spin $S=(u-d)/2$.

For a finite set of $n$ orbitals with no spatial symmetry imposed, the count is the size of the full configuration interaction problem at fixed electron number, total spin and spin projection.

## The count as a statement about lists

A word is a `List Step`, with the first orbital at the head. The functions `totalUp` and `totalDown` add up the contributions of its letters, and `Admissible w` requires `totalDown p ≤ totalUp p` for every prefix `p` of `w`, including `w` itself. The set `stepVectors n u d` collects the admissible words of length `n` with the prescribed totals, and `ncard` is its number of elements.

The theorem `card_stepVectors` equates this number with the difference above. The equation is in the integers, so the subtraction of the two products is an ordinary one. The lower index `d - 1`, however, is a natural-number subtraction, which would return 0 at `d = 0` and spoil the formula; hence the hypothesis `1 ≤ d`. The case without downs has its own theorem, `card_stepVectors_zero`, with the value $\binom nu$.

For all $d\le u$, `weyl_paldus` gives the product form

$$(n+1)\,N_n(u,d)=(u-d+1)\binom{n+1}{u+1}\binom{n+1}{d},$$

where $N_n(u,d)$ is the number of admissible words and $u-d+1=2S+1$. The formula is known as the dimension of an irreducible representation of $U(n)$; the theorem here counts words, and that they label a basis of the representation is taken from the physics.

## Removing the last orbital

Let $u$ and $d$ be any integers, with $N_n(u,d)=0$ if either is negative. The prefixes of a word extended by one letter are the prefixes of the old word and the extended word itself. The extended word is therefore admissible exactly when the old one is and the new totals satisfy $d\le u$. Sorting words by their last letter gives, for $d\le u$,

$$N_{n+1}(u,d)=N_n(u,d)+N_n(u-1,d)+N_n(u,d-1)+N_n(u-1,d-1).$$

The terms belong to empty, up, down and double. For $d>u$ the count is zero.

## The same recursion for the binomials

Define $B_0(k)=1$ for $k=0$ and $0$ for every other integer $k$, and let $B_{n+1}(k)=B_n(k)+B_n(k-1)$. This is $\binom nk$ for $k\ge0$ and zero for $k<0$. Put

$$F_n(u,d)=B_n(u)B_n(d)-B_n(u+1)B_n(d-1).$$

Writing $B$ for $B_n$, Pascal's rule gives

$$\begin{aligned}F_{n+1}(u,d)={}&[B(u)+B(u-1)][B(d)+B(d-1)]\\&-[B(u+1)+B(u)][B(d-1)+B(d-2)].\end{aligned}$$

The sum $F_n(u,d)+F_n(u-1,d)+F_n(u,d-1)+F_n(u-1,d-1)$ has the same expansion: the term $B(u)B(d-1)$ occurs once with each sign and cancels on both sides, and the other terms agree one by one.

Now $N_n=F_n$ follows for all $d\le u+1$ by induction on $n$.

- At $n=0$, the first product is 1 only for $u=d=0$, the totals of the empty word. The second would need $u=-1$ and $d=1$, which violates $d\le u+1$.
- For $d\le u$, both sides obey the four-term recursion, and all four terms lie in the range $d\le u+1$.
- For $d=u+1$, the count is zero, and $F_n(u,u+1)=B_n(u)B_n(u+1)-B_n(u+1)B_n(u)=0$.

The line $d=u+1$ has to be included because the term $N_n(u-1,d)$ reaches it when $d=u$.

## From the difference to the product

Let $P=\binom{n+1}{u+1}$ and $Q=\binom{n+1}{d}$, with $d\ge1$. Pascal's rule gives $\binom n{u+1}=P-\binom nu$ and $\binom nd=Q-\binom n{d-1}$, so the difference becomes $\binom nuQ-P\binom n{d-1}$. Since $(n+1)\binom nu=(u+1)P$ and $(n+1)\binom n{d-1}=dQ$, multiplication by $n+1$ gives $(u+1-d)PQ$. For $d=0$, the first of these two identities is already the claim.

## The definitions and theorems in Lean

```lean
import Mathlib

namespace UnitaryGroupStepVectors

/-- The four possible steps at an orbital: empty, up, down, or double. -/
inductive Step
  | empty
  | up
  | down
  | double
  deriving DecidableEq

/-- The four steps form a finite type. -/
instance : Fintype Step where
  elems := {Step.empty, Step.up, Step.down, Step.double}
  complete := fun s => by cases s <;> simp

/-- The number of ups carried by a step; a double step carries one. -/
def Step.ups : Step → ℕ
  | .empty => 0
  | .up => 1
  | .down => 0
  | .double => 1

/-- The number of downs carried by a step; a double step carries one. -/
def Step.downs : Step → ℕ
  | .empty => 0
  | .up => 0
  | .down => 1
  | .double => 1

/-- The total number of ups in a word. -/
def totalUp (w : List Step) : ℕ := (w.map Step.ups).sum

/-- The total number of downs in a word. -/
def totalDown (w : List Step) : ℕ := (w.map Step.downs).sum

/-- A word is admissible if every prefix has at least as many ups as downs. -/
def Admissible (w : List Step) : Prop :=
  ∀ p, p <+: w → totalDown p ≤ totalUp p

/-- The admissible step vectors on `n` orbitals with `u` ups and `d` downs. -/
def stepVectors (n u d : ℕ) : Set (List Step) :=
  {w | w.length = n ∧ Admissible w ∧ totalUp w = u ∧ totalDown w = d}

/-- The orbital-by-orbital construction of step vectors with prescribed totals. -/
def build : ℕ → ℤ → ℤ → Finset (List Step)
  | 0, u, d => if u = 0 ∧ d = 0 then {[]} else ∅
  | n + 1, u, d =>
    if d ≤ u then
      Finset.univ.biUnion fun s : Step =>
        (build n (u - (s.ups : ℤ)) (d - (s.downs : ℤ))).image (fun w => w ++ [s])
    else ∅

/-- Binomial coefficients with an integer lower index, generated by Pascal's rule. -/
def binom : ℕ → ℤ → ℤ
  | 0, k => if k = 0 then 1 else 0
  | n + 1, k => binom n k + binom n (k - 1)

/-- Appending an orbital adds its ups and downs to the totals. -/
theorem totals_append (w : List Step) (s : Step) :
    totalUp (w ++ [s]) = totalUp w + s.ups ∧
      totalDown (w ++ [s]) = totalDown w + s.downs := by
  constructor
  · simp [totalUp]
  · simp [totalDown]

/-- A word extended by one orbital is admissible exactly when the old word is
admissible and the new totals have at least as many ups as downs. -/
theorem admissible_append (w : List Step) (s : Step) :
    Admissible (w ++ [s]) ↔
      Admissible w ∧ totalDown w + s.downs ≤ totalUp w + s.ups := by
  constructor
  · intro h
    refine ⟨fun p hp => h p (hp.trans (List.prefix_append w [s])), ?_⟩
    have h' := h (w ++ [s]) (List.prefix_refl _)
    rwa [(totals_append w s).1, (totals_append w s).2] at h'
  · rintro ⟨h, hs⟩ p hp
    rcases List.prefix_concat_iff.mp hp with rfl | hp
    · rw [(totals_append w s).1, (totals_append w s).2]
      exact hs
    · exact h p hp

/-- The orbital-by-orbital construction yields exactly the admissible words with
the prescribed length and totals. -/
theorem mem_build (n : ℕ) : ∀ (u d : ℤ) (w : List Step), w ∈ build n u d ↔
    w.length = n ∧ Admissible w ∧ (totalUp w : ℤ) = u ∧ (totalDown w : ℤ) = d := by
  induction n with
  | zero =>
    intro u d w
    constructor
    · intro h
      by_cases hc : u = 0 ∧ d = 0
      · rw [build, if_pos hc, Finset.mem_singleton] at h
        subst h
        refine ⟨rfl, fun p hp => ?_, by simp [totalUp, hc.1], by simp [totalDown, hc.2]⟩
        rw [List.prefix_nil.mp hp]
        simp [totalUp, totalDown]
      · rw [build, if_neg hc] at h
        simp at h
    · rintro ⟨hl, -, hu, hd⟩
      obtain rfl : w = [] := List.length_eq_zero_iff.mp hl
      have hc : u = 0 ∧ d = 0 :=
        ⟨by simpa [totalUp] using hu.symm, by simpa [totalDown] using hd.symm⟩
      rw [build, if_pos hc]
      simp
  | succ n ih =>
    intro u d w
    constructor
    · intro h
      by_cases hc : d ≤ u
      · rw [build, if_pos hc] at h
        simp only [Finset.mem_biUnion, Finset.mem_univ, true_and, Finset.mem_image] at h
        obtain ⟨s, v, hv, rfl⟩ := h
        obtain ⟨hl, ha, hu, hd⟩ := (ih _ _ _).mp hv
        refine ⟨by simp [hl], (admissible_append v s).mpr ⟨ha, by omega⟩, ?_, ?_⟩
        · rw [(totals_append v s).1]
          omega
        · rw [(totals_append v s).2]
          omega
      · rw [build, if_neg hc] at h
        simp at h
    · rintro ⟨hl, ha, hu, hd⟩
      -- split off the last orbital
      have hne : w ≠ [] := by
        rintro rfl
        simp at hl
      obtain ⟨v, s, rfl⟩ : ∃ v s, w = v ++ [s] :=
        ⟨_, _, (List.dropLast_concat_getLast hne).symm⟩
      rw [(totals_append v s).1] at hu
      rw [(totals_append v s).2] at hd
      obtain ⟨hv, hs⟩ := (admissible_append v s).mp ha
      have hc : d ≤ u := by omega
      rw [build, if_pos hc]
      simp only [Finset.mem_biUnion, Finset.mem_univ, true_and, Finset.mem_image]
      exact ⟨s, v, (ih _ _ _).mpr ⟨by simpa using hl, hv, by omega, by omega⟩, rfl⟩

/-- For `d ≤ u`, the count on `n + 1` orbitals is the sum of four counts on `n`
orbitals, one for each last step. -/
theorem card_build_succ (n : ℕ) (u d : ℤ) (h : d ≤ u) :
    (build (n + 1) u d).card = (build n u d).card + (build n (u - 1) d).card +
      (build n u (d - 1)).card + (build n (u - 1) (d - 1)).card := by
  have key : (build (n + 1) u d).card =
      ∑ s : Step, (build n (u - (s.ups : ℤ)) (d - (s.downs : ℤ))).card := by
    rw [build, if_pos h, Finset.card_biUnion]
    · exact Finset.sum_congr rfl fun s _ =>
        Finset.card_image_of_injective _ fun a b hab => (List.append_inj' hab rfl).1
    · -- words with different last steps are different
      intro s _ t _ hst
      refine Finset.disjoint_left.mpr ?_
      intro w hw hw'
      simp only [Finset.mem_image] at hw hw'
      obtain ⟨a, _, rfl⟩ := hw
      obtain ⟨b, _, hb⟩ := hw'
      exact hst (List.cons.inj (List.append_inj' hb rfl).2).1.symm
  have hU : (Finset.univ : Finset Step) = {.empty, .up, .down, .double} := by
    ext s
    cases s <;> simp
  rw [key, hU]
  simp [Step.ups, Step.downs, add_assoc]

/-- The extended binomial coefficient vanishes at negative lower index. -/
theorem binom_neg (n : ℕ) : ∀ k : ℤ, k < 0 → binom n k = 0 := by
  induction n with
  | zero =>
    intro k hk
    rw [binom, if_neg hk.ne]
  | succ n ih =>
    intro k hk
    rw [binom, ih k hk, ih (k - 1) (by omega), add_zero]

/-- At natural lower index the extended binomial coefficient is the usual one. -/
theorem binom_nat (n : ℕ) : ∀ k : ℕ, binom n (k : ℤ) = (n.choose k : ℤ) := by
  induction n with
  | zero =>
    intro k
    cases k with
    | zero => simp [binom]
    | succ k =>
      have hk : ((k + 1 : ℕ) : ℤ) ≠ 0 := by omega
      rw [binom, if_neg hk]
      simp
  | succ n ih =>
    intro k
    cases k with
    | zero =>
      have h := binom_neg n (((0 : ℕ) : ℤ) - 1) (by norm_num)
      rw [binom, ih, h]
      simp
    | succ k =>
      have hk : ((k + 1 : ℕ) : ℤ) - 1 = (k : ℤ) := by omega
      rw [binom, hk, ih, ih, Nat.choose_succ_succ', Nat.cast_add]
      ring

/-- For `d ≤ u + 1`, the number of words in `build n u d` is a difference of two products of
extended binomial coefficients. -/
theorem card_build (n : ℕ) : ∀ u d : ℤ, d ≤ u + 1 → ((build n u d).card : ℤ) =
    binom n u * binom n d - binom n (u + 1) * binom n (d - 1) := by
  induction n with
  | zero =>
    intro u d h
    by_cases hc : u = 0 ∧ d = 0
    · obtain ⟨rfl, rfl⟩ := hc
      simp [build, binom]
    · rw [build, if_neg hc]
      simp only [binom, Finset.card_empty, Nat.cast_zero]
      split_ifs <;> omega
  | succ n ih =>
    intro u d h
    by_cases hc : d ≤ u
    · -- both sides obey the same four-term recursion
      rw [card_build_succ n u d hc]
      simp only [Nat.cast_add]
      rw [ih u d h, ih (u - 1) d (by omega), ih u (d - 1) (by omega),
        ih (u - 1) (d - 1) (by omega)]
      simp only [binom, sub_add_cancel, add_sub_cancel_right]
      ring
    · -- on the forbidden line both sides vanish
      obtain rfl : d = u + 1 := by omega
      rw [build, if_neg hc]
      simp only [Finset.card_empty, Nat.cast_zero, add_sub_cancel_right]
      ring

/-- The number of admissible step vectors on `n` orbitals with `u` ups and `d`
downs, `1 ≤ d ≤ u`, is a difference of two products of binomial coefficients. -/
theorem card_stepVectors (n u d : ℕ) (hd : 1 ≤ d) (hdu : d ≤ u) :
    ((stepVectors n u d).ncard : ℤ) =
      (n.choose u : ℤ) * n.choose d - (n.choose (u + 1) : ℤ) * n.choose (d - 1) := by
  have hs : stepVectors n u d = ↑(build n (u : ℤ) (d : ℤ)) := by
    ext w
    rw [Finset.mem_coe, mem_build]
    simp only [stepVectors, Set.mem_ofPred_eq, Nat.cast_inj]
  have hu' : (u : ℤ) + 1 = ((u + 1 : ℕ) : ℤ) := by omega
  have hd' : (d : ℤ) - 1 = ((d - 1 : ℕ) : ℤ) := by omega
  rw [hs, Set.ncard_coe_finset, card_build n u d (by omega), hu', hd']
  simp only [binom_nat]

/-- With no downs, the number of admissible step vectors is the number of ways to
choose `u` of the `n` orbitals. -/
theorem card_stepVectors_zero (n u : ℕ) :
    (stepVectors n u 0).ncard = n.choose u := by
  have hs : stepVectors n u 0 = ↑(build n (u : ℤ) ((0 : ℕ) : ℤ)) := by
    ext w
    rw [Finset.mem_coe, mem_build]
    simp only [stepVectors, Set.mem_ofPred_eq, Nat.cast_inj]
  have h := card_build n (u : ℤ) ((0 : ℕ) : ℤ) (by omega)
  rw [binom_nat, binom_nat, binom_neg n (((0 : ℕ) : ℤ) - 1) (by norm_num)] at h
  simp only [Nat.choose_zero_right, Nat.cast_one, mul_one, mul_zero, sub_zero] at h
  rw [hs, Set.ncard_coe_finset]
  exact_mod_cast h

/-- For `d ≤ u`, `n + 1` times the number of admissible step vectors is `u - d + 1` times a product
of two binomial coefficients. -/
theorem weyl_paldus (n u d : ℕ) (hdu : d ≤ u) :
    ((n : ℤ) + 1) * (stepVectors n u d).ncard =
      ((u : ℤ) - d + 1) * (n + 1).choose (u + 1) * (n + 1).choose d := by
  have h1 : ((n : ℤ) + 1) * n.choose u = (n + 1).choose (u + 1) * ((u : ℤ) + 1) := by
    exact_mod_cast Nat.add_one_mul_choose_eq n u
  cases d with
  | zero =>
    rw [card_stepVectors_zero]
    simp only [Nat.choose_zero_right, Nat.cast_one, Nat.cast_zero]
    linear_combination h1
  | succ e =>
    have h2 : ((n : ℤ) + 1) * n.choose e = (n + 1).choose (e + 1) * ((e : ℤ) + 1) := by
      exact_mod_cast Nat.add_one_mul_choose_eq n e
    have hP : ((n + 1).choose (u + 1) : ℤ) = n.choose u + n.choose (u + 1) := by
      exact_mod_cast Nat.choose_succ_succ' n u
    have hQ : ((n + 1).choose (e + 1) : ℤ) = n.choose e + n.choose (e + 1) := by
      exact_mod_cast Nat.choose_succ_succ' n e
    rw [card_stepVectors n u (e + 1) (by omega) hdu, Nat.add_sub_cancel,
      Nat.cast_add e 1, Nat.cast_one]
    -- Pascal's rule and absorption turn the difference into a product
    linear_combination ((n + 1).choose (e + 1) : ℤ) * h1
      - ((n + 1).choose (u + 1) : ℤ) * h2
      - ((n : ℤ) + 1) * (n.choose u : ℤ) * hQ
      + ((n : ℤ) + 1) * (n.choose e : ℤ) * hP

end UnitaryGroupStepVectors
```

```lean
#print axioms UnitaryGroupStepVectors.card_stepVectors
#print axioms UnitaryGroupStepVectors.weyl_paldus
```

```
'UnitaryGroupStepVectors.card_stepVectors' depends on axioms: [propext, Classical.choice, Quot.sound]
'UnitaryGroupStepVectors.weyl_paldus' depends on axioms: [propext, Classical.choice, Quot.sound]
```

## How the Lean proof follows the recursion

The finite set `build n u d` generates words orbital by orbital, with integer totals so that 1 can always be subtracted. `totals_append` and `admissible_append` describe the effect of one more letter. With them, `mem_build` shows by induction that `build` contains exactly the admissible words with the given length and totals; in the converse direction it splits off the last letter.

`card_build_succ` is the four-term recursion. The union over last letters is disjoint, and appending a fixed letter is injective, so the cardinalities add.

The function `binom` is $B_n(k)$. `binom_neg` and `binom_nat` establish its values at negative and natural lower index.

`card_build` is the induction for $N_n=F_n$. In the case `d ≤ u` it rewrites the four counts by the induction hypothesis, unfolds Pascal's rule and lets `ring` compare the expansions. In the other case `omega` finds `d = u + 1`, and the two products cancel.

`card_stepVectors` and `card_stepVectors_zero` identify the set of step vectors with `build` and translate `binom` back to `Nat.choose`. In `weyl_paldus`, `linear_combination` combines the two absorption identities `h1` and `h2` with the Pascal rules `hP` and `hQ`, as in the calculation with $P$ and $Q$.
